# Contracting to one function before building $E_p$ never lowers the relativistic kinetic energy

**Q:** I have a heavy atom in a scalar-relativistic Douglas–Kroll–Hess (DKH) calculation. The primitives are orthonormalised, $T$ is their nonrelativistic kinetic-energy matrix, and one contracted function is a unit vector $v$ in that basis. I can build the free-particle energy matrix $E_p$ from $T$ and then contract it, or contract $T$ to the number $v^TTv$ and take the relativistic energy of that. Do the two differ in a definite direction?

**A:** Yes: the second is never smaller. For unit mass and speed of light $c>0$, a nonrelativistic kinetic energy $t=p^2/2$ corresponds to
$$e(t)=\sqrt{c^4+c^2p^2}=\sqrt{c^4+2c^2t}.$$
Write $T=U\,\mathrm{diag}(t_i)\,U^T$ with $U^TU=1$ and all $t_i\ge 0$, and let $E=U\,\mathrm{diag}(e(t_i))\,U^T$ be the matrix $E_p$. Squaring the eigenvalues gives $E^2=c^4+2c^2T$.

Now set $s=v^TTv$ and $b=e(s)$, so $b>0$. Since $E$ is symmetric,
$$\|Ev\|^2=v^TE^2v=c^4+2c^2s=b^2,$$
and therefore
$$\|(E-b)v\|^2=b^2-2b\,v^TEv+b^2=2b\,(b-v^TEv).$$
The left side is nonnegative and $b$ is positive, so $v^TEv\le e(v^TTv)$.

**Q:** These energies contain the rest energy. I asked about kinetic energy.

**A:** Because $v$ has unit length, the rest energy contributes $c^2$ to both sides. Subtracting it changes neither the inequality nor the difference.

**Q:** When does the order of the two steps not matter?

**A:** Exactly when $v$ is an eigenvector of $T$. If the two energies agree, the squared length above vanishes, so $Ev=bv$ and $E^2v=b^2v$. Inserting $E^2=c^4+2c^2T$ and $b^2=c^4+2c^2s$ leaves $Tv=sv$.

Conversely, let $Tv=\mu v$. Then $\mu=s$, hence $E^2v=b^2v$. The residual $w=(E-b)v$ satisfies
$$Ew=b^2v-bEv=-bw.$$
But $E$ has nonnegative expectation values, so $0\le w^TEw=-b\|w\|^2$. This forces $w=0$, and the energies agree.

**Q:** I accept the algebra. What does the Lean file take as its matrices?

**A:** Real square matrices over a finite index type `n`, which labels the orthonormalised primitives.

```lean
import Mathlib

open Matrix

namespace DKHContraction

noncomputable section

variable {n : Type*} [Fintype n] [DecidableEq n]
```

The output of the diagonalisation is a structure: `orth` says that the columns of `U` are orthonormal, and `eig` says that `T` is recovered from them and the eigenvalues `t`.

```lean
/-- The columns of `U` are an orthonormal eigenbasis of the matrix `T`, with eigenvalues `t`. -/
structure IsEigenbasis (T U : Matrix n n ℝ) (t : n → ℝ) : Prop where
  orth : Uᵀ * U = 1
  eig : T = U * diagonal t * Uᵀ
```

The function $e$ is `energy`, with the rest energy included.

```lean
/-- Relativistic free-particle energy, rest energy included, as a function of the
nonrelativistic kinetic energy `t ≥ 0`, for unit mass and speed of light `c`. -/
def energy (c t : ℝ) : ℝ := √(c ^ 4 + 2 * c ^ 2 * t)
```

The matrix $E$ is `energyMatrix`, assembled in three steps: diagonalise $T$, apply the function to each eigenvalue, transform back.

```lean
/-- The matrix `E_p`: the relativistic energy is taken of each eigenvalue `t i`, and the result
is transformed back from the eigenbasis `U`. -/
def energyMatrix (c : ℝ) (U : Matrix n n ℝ) (t : n → ℝ) : Matrix n n ℝ :=
  U * diagonal (fun i => energy c (t i)) * Uᵀ
```

**Q:** So an eigenbasis is assumed. What if my $T$ doesn't have one?

**A:** Every real symmetric matrix has one. The next proof takes the eigenvectors from Mathlib's spectral theorem as the columns of $U$, establishes $TU=U\,\mathrm{diag}(t_i)$, and multiplies by $U^T$ from the right.

```lean
/-- Every real symmetric matrix has an orthonormal eigenbasis. -/
theorem exists_eigenbasis {T : Matrix n n ℝ} (hT : Tᵀ = T) :
    ∃ U t, IsEigenbasis T U t := by
  have hH : T.IsHermitian := (conjTranspose_eq_transpose_of_trivial T).trans hT
  have ho : (hH.eigenvectorUnitary : Matrix n n ℝ)ᵀ *
      (hH.eigenvectorUnitary : Matrix n n ℝ) = 1 := by
    have := mem_unitaryGroup_iff'.mp hH.eigenvectorUnitary.2
    rwa [star_eq_conjTranspose, conjTranspose_eq_transpose_of_trivial] at this
  have he : T * (hH.eigenvectorUnitary : Matrix n n ℝ) =
      (hH.eigenvectorUnitary : Matrix n n ℝ) * diagonal hH.eigenvalues := by
    ext i j
    have := congrFun (hH.mulVec_eigenvectorBasis j) i
    rw [Matrix.mul_diagonal]
    simpa [Matrix.mul_apply, mulVec, dotProduct, IsHermitian.eigenvectorUnitary_apply,
      mul_comm] using this
  refine ⟨hH.eigenvectorUnitary, hH.eigenvalues, ho, ?_⟩
  rw [← he, Matrix.mul_assoc, mul_eq_one_comm.mp ho, Matrix.mul_one]
```

**Q:** And where does $t_i\ge0$ come from? I see no such condition in the structure.

**A:** It follows from a separate hypothesis, `hT`, that $x^TTx\ge0$ for every $x$. Physically, no state has negative nonrelativistic kinetic energy. To pass from expectation values to eigenvalues, the proof uses a unit eigenvector for each $t_i$, namely the $i$-th column of $U$.

```lean
/-- Each eigenvalue listed in an eigenbasis belongs to a unit eigenvector. -/
theorem exists_unit_eigenvector {T U : Matrix n n ℝ} {t : n → ℝ} (h : IsEigenbasis T U t)
    (i : n) : ∃ y : n → ℝ, y ⬝ᵥ y = 1 ∧ T *ᵥ y = t i • y := by
  refine ⟨U *ᵥ Pi.single i 1, ?_, ?_⟩
  · rw [dotProduct_mulVec, ← mulVec_transpose, mulVec_mulVec, h.orth, one_mulVec]
    simp
  · have hd : diagonal t *ᵥ Pi.single i 1 = t i • (Pi.single i 1 : n → ℝ) := by
      ext j
      by_cases hj : j = i
      · subst hj; simp [mulVec_diagonal]
      · simp [mulVec_diagonal, hj]
    rw [h.eig, mulVec_mulVec, Matrix.mul_assoc, h.orth, Matrix.mul_one, ← mulVec_mulVec, hd,
      mulVec_smul]
```

**Q:** The converse also used the positivity of $E$ itself.

**A:** That comes from writing an expectation value in the eigenbasis, as a sum of eigenvalues weighted by squared components.

```lean
/-- The expectation value of `U diag(d) Uᵀ` is the sum of the numbers `d i`, weighted with the
squared components of `Uᵀ x`. -/
theorem expectation_eq_sum (U : Matrix n n ℝ) (d x : n → ℝ) :
    x ⬝ᵥ (U * diagonal d * Uᵀ) *ᵥ x = ∑ i, d i * (Uᵀ *ᵥ x) i ^ 2 := by
  rw [← mulVec_mulVec, ← mulVec_mulVec, dotProduct_mulVec, ← mulVec_transpose]
  simp only [dotProduct, mulVec_diagonal]
  exact Finset.sum_congr rfl fun i _ => by ring
```

The eigenvalues of $E$ are square roots, so every term of its sum is nonnegative. Symmetry is read off from the form $U\,\mathrm{diag}(\cdot)\,U^T$.

```lean
/-- The matrix `E_p` is symmetric and has nonnegative expectation values. -/
theorem energyMatrix_symm_nonneg (c : ℝ) (U : Matrix n n ℝ) (t : n → ℝ) :
    (energyMatrix c U t)ᵀ = energyMatrix c U t ∧
      ∀ x, 0 ≤ x ⬝ᵥ energyMatrix c U t *ᵥ x := by
  refine ⟨by simp [energyMatrix, Matrix.transpose_mul, Matrix.mul_assoc], fun x => ?_⟩
  rw [energyMatrix, expectation_eq_sum]
  exact Finset.sum_nonneg fun i _ => mul_nonneg (Real.sqrt_nonneg _) (sq_nonneg _)
```

**Q:** Then the dispersion relation must carry the rest.

**A:** It does. In the proof, `he` squares each eigenvalue, using $t_i\ge0$; `hd` collects these into a diagonal matrix; and the `calc` chain removes the inner $U^TU$ and transforms back.

```lean
/-- Matrix form of the relativistic dispersion relation, `E_p² = c⁴ + 2c²T`, for positive
semidefinite `T`. -/
theorem energyMatrix_sq (c : ℝ) {T U : Matrix n n ℝ} {t : n → ℝ} (h : IsEigenbasis T U t)
    (hT : ∀ x, 0 ≤ x ⬝ᵥ T *ᵥ x) :
    energyMatrix c U t * energyMatrix c U t = c ^ 4 • 1 + (2 * c ^ 2) • T := by
  have he : ∀ i, energy c (t i) * energy c (t i) = c ^ 4 + 2 * c ^ 2 * t i := by
    intro i
    obtain ⟨y, hy, hTy⟩ := exists_unit_eigenvector h i
    have ht := hT y
    rw [hTy, dotProduct_smul, hy, smul_eq_mul, mul_one] at ht
    exact Real.mul_self_sqrt (by positivity)
  have hd : diagonal (fun i => energy c (t i)) * diagonal (fun i => energy c (t i)) =
      c ^ 4 • (1 : Matrix n n ℝ) + (2 * c ^ 2) • diagonal t := by
    rw [diagonal_mul_diagonal]
    ext i j
    by_cases hij : i = j
    · subst hij; simp [he]
    · simp [hij]
  calc energyMatrix c U t * energyMatrix c U t
      = U * diagonal (fun i => energy c (t i)) * (Uᵀ * U) *
          diagonal (fun i => energy c (t i)) * Uᵀ := by
        simp only [energyMatrix, Matrix.mul_assoc]
    _ = U * (diagonal (fun i => energy c (t i)) * diagonal (fun i => energy c (t i))) * Uᵀ := by
        rw [h.orth, Matrix.mul_one]; simp only [Matrix.mul_assoc]
    _ = c ^ 4 • (U * Uᵀ) + (2 * c ^ 2) • (U * diagonal t * Uᵀ) := by
        rw [hd]
        simp only [Matrix.mul_add, Matrix.add_mul, Matrix.mul_smul, Matrix.smul_mul,
          Matrix.mul_one]
    _ = c ^ 4 • 1 + (2 * c ^ 2) • T := by rw [mul_eq_one_comm.mp h.orth, ← h.eig]
```

Taking the expectation value of this identity, with one factor of $E$ moved to the left by symmetry, gives $\|Ex\|^2=c^4x^Tx+2c^2x^TTx$ for any $x$.

```lean
/-- For positive semidefinite `T`, the squared length of `E_p x` is `c⁴ xᵀx + 2c² xᵀTx`. -/
theorem energyMatrix_norm_sq (c : ℝ) {T U : Matrix n n ℝ} {t : n → ℝ}
    (h : IsEigenbasis T U t) (hT : ∀ x, 0 ≤ x ⬝ᵥ T *ᵥ x) (x : n → ℝ) :
    (energyMatrix c U t *ᵥ x) ⬝ᵥ (energyMatrix c U t *ᵥ x) =
      c ^ 4 * (x ⬝ᵥ x) + 2 * c ^ 2 * (x ⬝ᵥ T *ᵥ x) := by
  rw [dotProduct_mulVec, ← mulVec_transpose, (energyMatrix_symm_nonneg c U t).1,
    mulVec_mulVec, energyMatrix_sq c h hT, dotProduct_comm]
  simp only [add_mulVec, smul_mulVec, one_mulVec, dotProduct_add, dotProduct_smul, smul_eq_mul]
```

**Q:** Now read me the main theorem as it stands.

**A:** Let $c>0$, let `U` and `t` be any eigenbasis of `T` in the sense above, let `T` have nonnegative expectation values, and let `v ⬝ᵥ v = 1`. Then $v^TEv\le e(v^TTv)$, and equality holds if and only if some real $\mu$ satisfies $Tv=\mu v$. The symbol `⬝ᵥ` is the dot product and `*ᵥ` applies a matrix to a vector. Whichever eigenbasis your diagonaliser returns, including any choice within a degenerate level, the statement applies.

The proof follows the derivation above. The two `generalize` lines replace the energy matrix and the number $e(v^TTv)$ by plain symbols `E` and `b`, keeping only the properties needed. The identity for the squared residual is `hd`, checked by `linear_combination`, and `hle` draws the inequality from it. For equality, the forward direction supplies $\mu=v^TTv$ and cancels the factor $2c^2$; the backward direction proves $Ew=-bw$ as `hEw` and contradicts positivity if the energies differ.

```lean
/-- For positive semidefinite `T`, `c > 0` and a unit vector `v`, the contracted relativistic
energy is at most the energy built from the contracted kinetic energy, and the two agree exactly
when `v` is an eigenvector of `T`. -/
theorem contraction_overestimates {c : ℝ} (hc : 0 < c) {T U : Matrix n n ℝ} {t : n → ℝ}
    (h : IsEigenbasis T U t) (hT : ∀ x, 0 ≤ x ⬝ᵥ T *ᵥ x) {v : n → ℝ} (hv : v ⬝ᵥ v = 1) :
    v ⬝ᵥ energyMatrix c U t *ᵥ v ≤ energy c (v ⬝ᵥ T *ᵥ v) ∧
      (v ⬝ᵥ energyMatrix c U t *ᵥ v = energy c (v ⬝ᵥ T *ᵥ v) ↔ ∃ μ : ℝ, T *ᵥ v = μ • v) := by
  have hs := hT v
  have hb : 0 < energy c (v ⬝ᵥ T *ᵥ v) := Real.sqrt_pos.mpr (by positivity)
  have hb2 : energy c (v ⬝ᵥ T *ᵥ v) ^ 2 = c ^ 4 + 2 * c ^ 2 * (v ⬝ᵥ T *ᵥ v) :=
    Real.sq_sqrt (by positivity)
  have hn := energyMatrix_norm_sq c h hT v
  have hsq := energyMatrix_sq c h hT
  have hpos := (energyMatrix_symm_nonneg c U t).2
  generalize energyMatrix c U t = E at hn hsq hpos ⊢
  generalize energy c (v ⬝ᵥ T *ᵥ v) = b at hb hb2 ⊢
  -- `2 * b` times the contraction error is the squared length of the residual
  have hd : (E *ᵥ v - b • v) ⬝ᵥ (E *ᵥ v - b • v) = 2 * b * (b - v ⬝ᵥ E *ᵥ v) := by
    have hcomm := dotProduct_comm (E *ᵥ v) v
    simp only [sub_dotProduct, dotProduct_sub, smul_dotProduct, dotProduct_smul, smul_eq_mul]
    linear_combination hn - hb2 + (b ^ 2 + c ^ 4) * hv - b * hcomm
  have hw : 0 ≤ (E *ᵥ v - b • v) ⬝ᵥ (E *ᵥ v - b • v) :=
    Finset.sum_nonneg fun i _ => mul_self_nonneg _
  have hle : v ⬝ᵥ E *ᵥ v ≤ b := by
    by_contra! hlt
    nlinarith [mul_pos hb (sub_pos.mpr hlt)]
  refine ⟨hle, fun heq => ⟨v ⬝ᵥ T *ᵥ v, ?_⟩, ?_⟩
  · -- no error: `v` is an eigenvector of `E`, hence of `E²` and of `T`
    rw [heq, sub_self, mul_zero] at hd
    have hEv : E *ᵥ v = b • v := sub_eq_zero.mp (dotProduct_self_eq_zero.mp hd)
    have h2 : (E * E) *ᵥ v = (b * b) • v := by
      rw [← mulVec_mulVec, hEv, mulVec_smul, hEv, smul_smul]
    rw [hsq, add_mulVec, smul_mulVec, smul_mulVec, one_mulVec] at h2
    ext i
    have hi := congrFun h2 i
    simp only [Pi.add_apply, Pi.smul_apply, smul_eq_mul] at hi ⊢
    apply mul_left_cancel₀ (show 2 * c ^ 2 ≠ 0 by positivity)
    linear_combination hi + v i * hb2
  · rintro ⟨μ, hμ⟩
    rw [hμ, dotProduct_smul, hv, smul_eq_mul, mul_one] at hb2
    -- the residual would belong to the negative eigenvalue `-b` of `E`
    have hEw : E *ᵥ (E *ᵥ v - b • v) = (-b) • (E *ᵥ v - b • v) := by
      rw [mulVec_sub, mulVec_smul, mulVec_mulVec, hsq, add_mulVec, smul_mulVec, smul_mulVec,
        one_mulVec, hμ]
      ext i
      simp only [Pi.add_apply, Pi.sub_apply, Pi.smul_apply, smul_eq_mul]
      linear_combination (-(v i)) * hb2
    have hp := hpos (E *ᵥ v - b • v)
    rw [hEw, dotProduct_smul, smul_eq_mul, hd] at hp
    refine le_antisymm hle ?_
    by_contra! hlt
    have := mul_pos hb (mul_pos (mul_pos two_pos hb) (sub_pos.mpr hlt))
    linarith
```

**Q:** What may I conclude about my heavy atom?

**A:** For a single contracted function in a finite basis, you know the sign of the error in the free-particle energy caused by contracting too early. The theorem doesn't treat a block of several contracted functions. Nor does it include the nuclear potential, whose DKH terms also depend on $E_p$, so it gives no sign for the error in a total energy. Its reference is the matrix $E_p$ in the primitive basis, not the operator in a complete space.

**Q:** Can you show me a coupled matrix that meets the conditions?

**A:** Here is one for two functions, with eigenvalues 25 and 50. Its first basis function is not an eigenvector, so for that choice of $v$ the inequality is strict at every $c>0$.

```lean
/-- An explicit two-function kinetic-energy matrix with its orthonormal eigenbasis and
nonnegative expectation values. -/
theorem isEigenbasis_witness :
    IsEigenbasis !![41, -12; -12, 34] !![3 / 5, -4 / 5; 4 / 5, 3 / 5] ![25, 50] ∧
      ∀ x : Fin 2 → ℝ, 0 ≤ x ⬝ᵥ !![41, -12; -12, 34] *ᵥ x := by
  refine ⟨⟨?_, ?_⟩, fun x => ?_⟩
  · ext i j
    fin_cases i <;> fin_cases j <;> norm_num [Matrix.mul_apply, Fin.sum_univ_succ]
  · ext i j
    fin_cases i <;> fin_cases j <;>
      norm_num [Matrix.mul_apply, Fin.sum_univ_succ, Matrix.vecMul_diagonal]
  · simp only [dotProduct, mulVec, Fin.sum_univ_two, Matrix.of_apply, Matrix.cons_val_zero,
      Matrix.cons_val_one]
    nlinarith [sq_nonneg (x 0 - x 1), sq_nonneg (x 0), sq_nonneg (x 1)]

end

end DKHContraction
```

```lean
#print axioms DKHContraction.exists_eigenbasis
-- 'DKHContraction.exists_eigenbasis' depends on axioms: [propext, Classical.choice, Quot.sound]
#print axioms DKHContraction.contraction_overestimates
-- 'DKHContraction.contraction_overestimates' depends on axioms: [propext, Classical.choice, Quot.sound]
```
